# The response function 1 + ∑ f_k / (s_k - x) with positive strengths has one zero in each gap between its poles and one above the last

Suppose a system has a finite set of bare excitations, and an interaction couples them all through a single collective variable. In the random-phase approximation without exchange terms, with real orbitals and a static kernel, the coupled modes then solve

$$s_k x_k + v_k\sum_{j=0}^{n} v_j x_j = z\,x_k ,\qquad k=0,\dots,n.$$

Here $s_k$ is the square of a bare excitation energy, $x_k$ the amplitude of that excitation in the mode (the sum of its forward and backward parts, divided by the square root of the bare energy), and $z$ the square of the mode's energy. The real number $v_k$ is proportional to the transition moment and to the square roots of the bare energy and of the coupling strength; taking it real makes the interaction repulsive. Where do the coupled energies lie relative to the bare ones?

## From coupled modes to interlacing zeros

Let $s_0<\dots<s_n$ and $f_k>0$, and define the response function, away from its poles $s_k$, by

$$\varepsilon(x)=1+\sum_{k=0}^{n}\frac{f_k}{s_k-x}.$$

This function is of dielectric type: the squared energies of the coupled modes are its zeros, whereas they are poles of the response of the collective variable itself. The claim is that $\varepsilon$ has exactly one zero in each gap $(s_k,s_{k+1})$, exactly one above $s_n$, and none below $s_0$. The zero above $s_n$ lies between $s_n+f_n$ and $s_n+F$, where $F=\sum_k f_k$.

**Modes are zeros.** Put $f_k=v_k^2$, let $z$ differ from every $s_k$, and write $c=\sum_j v_jx_j$. The mode equation gives $x_k=v_kc/(z-s_k)$. A nonzero solution needs $c\neq0$. Multiplying by $v_k$ and summing gives $c=c\sum_k v_k^2/(z-s_k)$, hence $\varepsilon(z)=0$. Conversely, if $\varepsilon(z)=0$, then $x_k=v_k/(z-s_k)$ has $\sum_j v_jx_j=1$. It is therefore nonzero and solves the equation.

**Monotonicity.** If no pole lies between $x<y$, each term grows:

$$\frac{f_k}{s_k-y}-\frac{f_k}{s_k-x}=\frac{f_k(y-x)}{(s_k-x)(s_k-y)}>0 .$$

So there is at most one zero in each gap and at most one above $s_n$.

**Signs at a pole.** As $x\to s_j$,

$$(s_j-x)\,\varepsilon(x)=f_j+(s_j-x)\Bigl(1+\sum_{k\ne j}\frac{f_k}{s_k-x}\Bigr)\to f_j>0 .$$

Thus $\varepsilon$ is negative just above a pole and positive just below it. By the intermediate value theorem, each gap contains a zero.

**Above the last pole.** At $x=s_n+F$ every $x-s_k$ is at least $F$, so $\sum_k f_k/(x-s_k)\le 1$ and $\varepsilon(x)\ge0$. Since $\varepsilon$ is negative just above $s_n$, a zero lies in $(s_n,s_n+F]$. At this zero $1=\sum_k f_k/(x-s_k)\ge f_n/(x-s_n)$, which gives $x\ge s_n+f_n$.

**Below the first pole.** All terms of the sum are positive, so $\varepsilon>1$.

Strict positivity of the strengths matters. Take poles $1$ and $2$ with strengths $0$ and $1$. Then $\varepsilon(x)=1+1/(2-x)$ away from the poles, its only zero is $x=3$, and the gap $(1,2)$ has none. Physically, the first excitation is uncoupled and keeps its bare energy.

## The response function and its zeros in Lean

The index type `Fin (n + 1)` labels the poles $0,\dots,n$, so there is always at least one. Poles and strengths are real numbers in a common unit of squared energy. Where they appear in the theorems below, the hypothesis `hf` says that every strength is positive, and `hs` that the poles are strictly increasing.

```lean
import Mathlib

open Filter Topology

namespace SeparableResponse

noncomputable section

variable {n : ℕ} {s f : Fin (n + 1) → ℝ}
```

Lean evaluates division by zero as zero, so `eps` has a meaningless finite value at a pole; the theorems about zeros concern only points off the poles.

```lean
/-- The response function `1 + ∑ f_k / (s_k - x)` with poles `s_k` and strengths `f_k`,
meant for `x` different from every pole. -/
def eps (s f : Fin (n + 1) → ℝ) (x : ℝ) : ℝ := 1 + ∑ k, f k / (s k - x)
```

Above the last pole it is convenient to have positive denominators.

```lean
/-- The response function written with the opposite sign of the denominators. -/
theorem eps_eq_one_sub (s f : Fin (n + 1) → ℝ) (x : ℝ) :
    eps s f x = 1 - ∑ k, f k / (x - s k) := by
  have h : ∑ k, f k / (s k - x) = -∑ k, f k / (x - s k) := by
    rw [← Finset.sum_neg_distrib]
    refine Finset.sum_congr rfl fun k _ => ?_
    rw [← div_neg, neg_sub]
  unfold eps
  linarith
```

The hypothesis `h` below says that $s_k-x$ and $s_k-y$ have the same sign for every $k$, which is how "no pole between" is expressed. The equation `e` is the difference formula derived above.

```lean
/-- The response function increases from `x` to `y` when no pole lies between them. -/
theorem eps_lt_eps (hf : ∀ k, 0 < f k) {x y : ℝ} (hxy : x < y)
    (h : ∀ k, 0 < (s k - x) * (s k - y)) : eps s f x < eps s f y := by
  have key : ∑ k, f k / (s k - x) < ∑ k, f k / (s k - y) := by
    apply Finset.sum_lt_sum_of_nonempty Finset.univ_nonempty
    intro k _
    have hx : s k - x ≠ 0 := left_ne_zero_of_mul (h k).ne'
    have hy : s k - y ≠ 0 := right_ne_zero_of_mul (h k).ne'
    have e : f k / (s k - y) - f k / (s k - x)
        = f k * (y - x) / ((s k - x) * (s k - y)) := by
      rw [div_sub_div _ _ hy hx]
      ring
    have p := div_pos (mul_pos (hf k) (sub_pos.2 hxy)) (h k)
    linarith
  unfold eps
  linarith
```

Uniqueness follows by comparing the two zeros: either strict order would give $0<0$.

```lean
/-- Two zeros of the response function that no pole separates coincide. -/
theorem zero_unique (hf : ∀ k, 0 < f k) {x y : ℝ}
    (h : ∀ k, 0 < (s k - x) * (s k - y)) (hx : eps s f x = 0) (hy : eps s f y = 0) :
    x = y := by
  rcases lt_trichotomy x y with hlt | heq | hgt
  · linarith [eps_lt_eps hf hlt h]
  · exact heq
  · linarith [eps_lt_eps hf hgt fun k => by rw [mul_comm]; exact h k]
```

The sign rule is stated on a punctured neighbourhood, `𝓝[≠] (s j)`. The hypothesis `StrictMono s` makes the poles distinct, so the sum over the others is continuous at $s_j$. The product therefore tends to $f_j$ and stays positive nearby.

```lean
/-- Close to a pole `s_j` the response function has the sign of `s_j - x`. -/
theorem sign_near_pole (hs : StrictMono s) (hf : ∀ k, 0 < f k) (j : Fin (n + 1)) :
    ∀ᶠ x in 𝓝[≠] (s j), 0 < (s j - x) * eps s f x := by
  -- the other poles contribute a function continuous at `s j`
  have hsum : ContinuousAt
      (fun x => ∑ k ∈ Finset.univ.erase j, f k / (s k - x)) (s j) := by
    apply tendsto_finsetSum
    intro k hk
    have h0 : s k - s j ≠ 0 :=
      sub_ne_zero.2 (hs.injective.ne (Finset.ne_of_mem_erase hk))
    have hc : ContinuousAt (fun x => f k / (s k - x)) (s j) := by
      fun_prop (disch := assumption)
    exact hc.tendsto
  have hg : ContinuousAt (fun x => f j + (s j - x) *
      (1 + ∑ k ∈ Finset.univ.erase j, f k / (s k - x))) (s j) :=
    continuousAt_const.add
      ((continuousAt_const.sub continuousAt_id).mul (continuousAt_const.add hsum))
  have hpos := hg.eventually (lt_mem_nhds (a := (0 : ℝ)) (by simpa using hf j))
  filter_upwards [hpos.filter_mono nhdsWithin_le_nhds, self_mem_nhdsWithin] with x hx hne
  have hne1 : x ≠ s j := hne
  have hne2 : s j - x ≠ 0 := sub_ne_zero.2 hne1.symm
  have c : (s j - x) * (f j / (s j - x)) = f j := by field_simp
  have e : (s j - x) * eps s f x = f j + (s j - x) *
      (1 + ∑ k ∈ Finset.univ.erase j, f k / (s k - x)) := by
    unfold eps
    rw [← Finset.add_sum_erase _ _ (Finset.mem_univ j)]
    linear_combination c
  rw [e]
  exact hx
```

The intermediate value theorem is applied on a closed interval free of poles.

```lean
/-- Between two points with no pole in between, a sign change of the response function
from negative to nonnegative encloses a zero. -/
theorem exists_zero {x y : ℝ} (hxy : x ≤ y) (h : ∀ k, ∀ t ∈ Set.Icc x y, s k ≠ t)
    (hx : eps s f x < 0) (hy : 0 ≤ eps s f y) : ∃ z ∈ Set.Icc x y, eps s f z = 0 := by
  have hc : ContinuousOn (fun t => 1 + ∑ k, f k / (s k - t)) (Set.Icc x y) :=
    continuousOn_const.add (continuousOn_finsetSum _ fun k _ =>
      continuousOn_const.div (continuousOn_const.sub continuousOn_id)
        fun t ht => sub_ne_zero.2 (h k t ht))
  exact intermediate_value_Icc hxy hc ⟨hx.le, hy⟩
```

Restricting the sign rule to the right of $s_j$ gives a point with a negative value, as close to the pole as desired.

```lean
/-- Immediately above a pole the response function takes negative values. -/
theorem exists_neg_above (hs : StrictMono s) (hf : ∀ k, 0 < f k) (j : Fin (n + 1))
    {b : ℝ} (hb : s j < b) : ∃ x, s j < x ∧ x < b ∧ eps s f x < 0 := by
  have h := (sign_near_pole hs hf j).filter_mono
    (nhdsWithin_mono (s j) (s := Set.Ioi (s j)) fun x hx => (Set.mem_Ioi.1 hx).ne')
  obtain ⟨x, hx, hm⟩ := (h.and (Ioo_mem_nhdsGT hb)).exists
  refine ⟨x, hm.1, hm.2, ?_⟩
  by_contra hn
  nlinarith [mul_nonneg (sub_nonneg.2 hm.1.le) (not_lt.1 hn)]
```

For `k : Fin n`, the poles `s k.castSucc` and `s k.succ` are $s_k$ and $s_{k+1}$; with a single pole there are no gaps and the statement is empty. The fact `side` records that every pole lies at or below the lower edge of the gap, or at or above the upper edge. The proof takes a negative value at $x$ and a positive one at a later point $y$, finds a zero between them, and applies `zero_unique`.

```lean
/-- Each gap between consecutive poles contains exactly one zero of the response function. -/
theorem existsUnique_zero_between (hs : StrictMono s) (hf : ∀ k, 0 < f k) (k : Fin n) :
    ∃! x, (s k.castSucc < x ∧ x < s k.succ) ∧ eps s f x = 0 := by
  have side : ∀ j, s j ≤ s k.castSucc ∨ s k.succ ≤ s j := by
    intro j
    rcases le_or_gt j k.castSucc with h | h
    · exact Or.inl (hs.monotone h)
    · have h' : (k : ℕ) < j := h
      exact Or.inr (hs.monotone (Fin.le_def.2 (show (k : ℕ) + 1 ≤ j from h')))
  obtain ⟨x, hx1, hx2, hx⟩ := exists_neg_above hs hf k.castSucc (hs k.castSucc_lt_succ)
  -- a point just below the upper pole, where the function is positive
  have h := (sign_near_pole hs hf k.succ).filter_mono
    (nhdsWithin_mono _ (s := Set.Iio (s k.succ)) fun x hx => (Set.mem_Iio.1 hx).ne)
  obtain ⟨y, hy, hm⟩ := (h.and (Ioo_mem_nhdsLT hx2)).exists
  have hy0 : 0 < eps s f y := pos_of_mul_pos_right hy (sub_pos.2 hm.2).le
  obtain ⟨z, hz, hz0⟩ := exists_zero hm.1.le (fun j t ht hj => by
    rcases side j with h | h <;> linarith [ht.1, ht.2, hm.2]) hx hy0.le
  have hz1 : s k.castSucc < z := lt_of_lt_of_le hx1 hz.1
  have hz2 : z < s k.succ := lt_of_le_of_lt hz.2 hm.2
  refine ⟨z, ⟨⟨hz1, hz2⟩, hz0⟩, fun w hw => zero_unique hf (fun j => ?_) hw.2 hz0⟩
  obtain ⟨⟨hw1, hw2⟩, -⟩ := hw
  rcases side j with h | h
  · exact mul_pos_of_neg_of_neg (by linarith) (by linarith)
  · exact mul_pos (by linarith) (by linarith)
```

The next theorem combines existence and uniqueness above $s_n$, written `s (Fin.last n)`, with the two bounds. Its step `hy` is the estimate at $s_n+F$. A zero beyond that point would contradict monotonicity, and keeping only the last term of the sum gives the lower bound. For a single pole the bounds coincide and the zero is $s_0+f_0$.

```lean
/-- Exactly one zero lies above the last pole, and its shift from that pole is at least
the strength of that pole and at most the total strength. -/
theorem existsUnique_zero_above (hs : StrictMono s) (hf : ∀ k, 0 < f k) :
    (∃! x, s (Fin.last n) < x ∧ eps s f x = 0) ∧
    ∀ x, s (Fin.last n) < x → eps s f x = 0 →
      s (Fin.last n) + f (Fin.last n) ≤ x ∧ x ≤ s (Fin.last n) + ∑ k, f k := by
  have top : ∀ j, s j ≤ s (Fin.last n) := fun j => hs.monotone (Fin.le_last j)
  have hF : 0 < ∑ k, f k := Finset.sum_pos (fun k _ => hf k) Finset.univ_nonempty
  have noPole : ∀ x y, s (Fin.last n) < x → s (Fin.last n) < y →
      ∀ j, 0 < (s j - x) * (s j - y) := fun x y hx hy j =>
    mul_pos_of_neg_of_neg (by linarith [top j]) (by linarith [top j])
  -- at a distance equal to the total strength the function is nonnegative
  have hy : 0 ≤ eps s f (s (Fin.last n) + ∑ k, f k) := by
    have hle : ∑ j, f j / (s (Fin.last n) + ∑ k, f k - s j) ≤ ∑ j, f j / ∑ k, f k :=
      Finset.sum_le_sum fun j _ =>
        div_le_div_of_nonneg_left (hf j).le hF (by linarith [top j])
    rw [← Finset.sum_div, div_self hF.ne'] at hle
    rw [eps_eq_one_sub]
    linarith
  refine ⟨?_, fun x hx h0 => ⟨?_, ?_⟩⟩
  · obtain ⟨x, hx1, hx2, hx⟩ := exists_neg_above hs hf (Fin.last n)
      (show s (Fin.last n) < s (Fin.last n) + ∑ k, f k by linarith)
    obtain ⟨z, hz, hz0⟩ := exists_zero hx2.le
      (fun j t ht hj => by linarith [ht.1, top j]) hx hy
    have hz1 : s (Fin.last n) < z := lt_of_lt_of_le hx1 hz.1
    exact ⟨z, ⟨hz1, hz0⟩, fun w hw => zero_unique hf (noPole w z hw.1 hz1) hw.2 hz0⟩
  · -- the last term alone is at most the whole sum, which equals one
    have h1 : f (Fin.last n) / (x - s (Fin.last n)) ≤ ∑ k, f k / (x - s k) :=
      Finset.single_le_sum (f := fun k => f k / (x - s k))
        (fun k _ => div_nonneg (hf k).le (by linarith [top k])) (Finset.mem_univ _)
    rw [eps_eq_one_sub] at h0
    have h2 : f (Fin.last n) / (x - s (Fin.last n)) ≤ 1 := by linarith
    rw [div_le_iff₀ (sub_pos.2 hx)] at h2
    linarith
  · by_contra hn
    linarith [eps_lt_eps hf (not_le.1 hn) (noPole _ x (by linarith) hx)]
```

No zero lies below the first pole.

```lean
/-- Below the first pole the response function exceeds one. -/
theorem one_lt_eps_below (hs : StrictMono s) (hf : ∀ k, 0 < f k) {x : ℝ} (hx : x < s 0) :
    1 < eps s f x := by
  have h : 0 < ∑ k, f k / (s k - x) := Finset.sum_pos (fun k _ =>
    div_pos (hf k) (by linarith [hs.monotone (Fin.zero_le k)])) Finset.univ_nonempty
  unfold eps
  linarith
```

The last theorem returns to the coupled modes. It needs neither ordered poles nor nonzero $v_k$, only that $z$ avoids the poles. Its two halves are the two directions of the derivation by hand.

```lean
/-- For strengths `v_k ^ 2`, a number `z` off the poles is a zero of the response function
exactly when the modes `s_k`, coupled by the separable interaction `v_k v_j`, have a
nonzero solution with eigenvalue `z`. -/
theorem eps_eq_zero_iff_mode (v : Fin (n + 1) → ℝ) {z : ℝ} (hz : ∀ k, z ≠ s k) :
    eps s (fun k => v k ^ 2) z = 0 ↔
      ∃ x : Fin (n + 1) → ℝ, x ≠ 0 ∧
        ∀ k, s k * x k + v k * ∑ j, v j * x j = z * x k := by
  have hz' : ∀ k, z - s k ≠ 0 := fun k => sub_ne_zero.2 (hz k)
  rw [eps_eq_one_sub]
  constructor
  · intro h
    have c : ∑ j, v j * (v j / (z - s j)) = 1 := by
      have e : ∑ j, v j * (v j / (z - s j)) = ∑ j, v j ^ 2 / (z - s j) :=
        Finset.sum_congr rfl fun j _ => by ring
      linarith
    refine ⟨fun k => v k / (z - s k), fun h0 => ?_, fun k => ?_⟩
    · have h1 : ∑ j, v j * (v j / (z - s j)) = 0 := Finset.sum_eq_zero fun j _ => by
        have h2 : v j / (z - s j) = 0 := congrFun h0 j
        rw [h2, mul_zero]
      linarith
    · have hk := hz' k
      have d : (z - s k) * (v k / (z - s k)) = v k := by field_simp
      show s k * (v k / (z - s k)) + v k * ∑ j, v j * (v j / (z - s j))
        = z * (v k / (z - s k))
      rw [c]
      linear_combination -d
  · rintro ⟨x, hx, he⟩
    obtain ⟨c, hc⟩ : ∃ c, c = ∑ j, v j * x j := ⟨_, rfl⟩
    simp only [← hc] at he
    have hxk : ∀ k, x k = v k * c / (z - s k) := fun k => by
      rw [eq_div_iff (hz' k)]
      linear_combination -(he k)
    have hc0 : c ≠ 0 := fun h0 => hx (funext fun k => by rw [hxk k, h0]; simp)
    have e : c = c * ∑ j, v j ^ 2 / (z - s j) := by
      calc c = ∑ j, v j * x j := hc
        _ = c * ∑ j, v j ^ 2 / (z - s j) := by
          rw [Finset.mul_sum]
          refine Finset.sum_congr rfl fun j _ => ?_
          rw [hxk j]
          ring
    have h1 : ∑ j, v j ^ 2 / (z - s j) = 1 := mul_left_cancel₀ hc0 (by linarith)
    linarith

end

end SeparableResponse
```

```lean
#print axioms SeparableResponse.existsUnique_zero_between
#print axioms SeparableResponse.existsUnique_zero_above
#print axioms SeparableResponse.one_lt_eps_below
#print axioms SeparableResponse.eps_eq_zero_iff_mode
```

```
'SeparableResponse.existsUnique_zero_between' depends on axioms: [propext, Classical.choice, Quot.sound]
'SeparableResponse.existsUnique_zero_above' depends on axioms: [propext, Classical.choice, Quot.sound]
'SeparableResponse.one_lt_eps_below' depends on axioms: [propext, Classical.choice, Quot.sound]
'SeparableResponse.eps_eq_zero_iff_mode' depends on axioms: [propext, Classical.choice, Quot.sound]
```

When the $s_k$ are distinct and every $v_k$ is nonzero, the $n+1$ zeros are all the eigenvalues of the coupled problem, since a matrix of that size has no more; this count is left to the reader and is not part of the Lean file. Under these conditions the gaps and the bounds above $s_n$ give a root finder one bracket per mode. Attractive or general kernels, damping and continuous spectra are not covered.
